# A bound on level errors from approximate screening coefficients at fixed orbitals

Let \(E\) be a complex inner product space, with \(\langle x,y\rangle\) conjugate-linear in \(x\). Take a Hermitian operator \(H_0\) on \(E\) and a finite, nonempty family of orthonormal orbitals \(\varphi_i\). For real numbers \(a_i\) and \(s_i\), define

\[
H(a)=H_0+\sum_i a_i s_i P_i,\qquad P_i x=\langle\varphi_i,x\rangle\varphi_i .
\]

Here \(s_i\) stands for the unscreened Koopmans correction to orbital \(i\), and \(a_i\) is the screening coefficient that scales it to account for electronic relaxation. A second set of coefficients is called \(b\). Assume \(|s_i|\le S\) and \(|a_i-b_i|\le d\) for all \(i\).

**Claim.** If \(E\) is finite-dimensional, every eigenvalue of \(H(a)\) lies within \(dS\) of an eigenvalue of \(H(b)\).

For a Koopmans-type correction with \(H_0\), \(\varphi_i\) and \(s_i\) held fixed, this turns a tolerance on the screening coefficients into a tolerance on the levels. Each correction is modelled as a single number acting on its orbital; the position-dependent orbital potentials of some Koopmans functionals are not covered. Self-consistent changes of the orbitals or the density are not modelled either.

## From coefficient errors to level errors

Each \(P_i\) is Hermitian, because \(\langle x,P_i y\rangle=\langle x,\varphi_i\rangle\langle\varphi_i,y\rangle=\langle P_i x,y\rangle\). The coefficients \(a_i s_i\) are real, so \(H(a)\) is Hermitian and its eigenvalues are real.

In the difference of the two Hamiltonians \(H_0\) cancels. Pythagoras, the bounds on the coefficients and Bessel's inequality then give

\[
\begin{aligned}
\|H(a)x-H(b)x\|^2
&=\sum_i |(a_i-b_i)s_i|^2\,|\langle\varphi_i,x\rangle|^2\\
&\le (dS)^2\sum_i|\langle\varphi_i,x\rangle|^2\le (dS)^2\|x\|^2 .
\end{aligned}
\]

The number of orbitals does not enter.

Now let \(T\) be Hermitian with orthonormal eigenbasis \(u_i\) and eigenvalues \(\lambda_i\), and suppose \(x\ne0\) satisfies \(\|Tx-ex\|\le r\|x\|\) for a real \(e\). Let \(\lambda_k\) be the eigenvalue nearest to \(e\). Since \(\langle u_i,Tx-ex\rangle=(\lambda_i-e)\langle u_i,x\rangle\),

\[
\|Tx-ex\|^2=\sum_i|\lambda_i-e|^2|\langle u_i,x\rangle|^2\ge|e-\lambda_k|^2\|x\|^2 .
\]

Hence \(|e-\lambda_k|\,\|x\|\le r\|x\|\), and division by \(\|x\|\) gives \(|e-\lambda_k|\le r\).

Finally, let \(H(a)x=ex\) with \(x\neq0\). Then \(\|H(b)x-ex\|=\|H(b)x-H(a)x\|\le dS\|x\|\), and the residual bound with \(T=H(b)\) and \(r=dS\) proves the claim.

## Two coupled orbitals

Take two filled orbitals \(\varphi_1,\varphi_2\) as the orthonormal basis, with energies in eV and an arbitrary zero of energy (not the vacuum level). Let \(H_0\) have diagonal entries \(0.8\) and \(0\) and coupling \(1.2\). Take \(s=(-2,-2)\), \(b=(0.5,0.6)\) and \(a=(0.3,0.8)\), so that \(S=2\), \(d=0.2\) and \(dS=0.4\). Then

\[
H(b)=\begin{pmatrix}-0.2&1.2\\1.2&-1.2\end{pmatrix},\qquad
H(a)=\begin{pmatrix}0.2&1.2\\1.2&-1.6\end{pmatrix}.
\]

The levels are \(-2.0,\,0.6\) for \(H(b)\) and \(-2.2,\,0.8\) for \(H(a)\). Each moves by \(0.2\), within the bound of \(0.4\).

## The model and its bounds in Lean

The type `E` is the state space and `ι` labels the corrected orbitals.

```lean
import Mathlib

open scoped InnerProductSpace

namespace KoopmansScreening

noncomputable section

variable {E : Type*} [NormedAddCommGroup E] [InnerProductSpace ℂ E]
variable {ι : Type*} [Fintype ι]
```

The projector is defined by its action on a state. It is an orthogonal projector when \(\varphi\) is normalised, which the theorems that need it assume through `Orthonormal`.

```lean
/-- The operator `|φ⟩⟨φ|`, which sends `x` to `⟨φ, x⟩ φ`. -/
def orbitalProjector (φ : E) : E →ₗ[ℂ] E where
  toFun x := inner ℂ φ x • φ
  map_add' x y := by rw [inner_add_right, add_smul]
  map_smul' c x := by rw [inner_smul_right, mul_smul, RingHom.id_apply]
```

The Hamiltonian takes real `s` and `a`, and their product is cast to a complex scalar.

```lean
/-- The Hamiltonian `H(a) = H0 + ∑ a_i s_i |φ_i⟩⟨φ_i|` with screening coefficients `a_i`
and orbital corrections `s_i`. -/
def hamiltonian (H0 : E →ₗ[ℂ] E) (φ : ι → E) (s a : ι → ℝ) : E →ₗ[ℂ] E :=
  H0 + ∑ i, ((a i * s i : ℝ) : ℂ) • orbitalProjector (φ i)

/-- The action of `H(a)` on a state `x`. -/
theorem hamiltonian_apply (H0 : E →ₗ[ℂ] E) (φ : ι → E) (s a : ι → ℝ) (x : E) :
    hamiltonian H0 φ s a x
      = H0 x + ∑ i, ((a i * s i : ℝ) : ℂ) • (inner ℂ (φ i) x • φ i) := by
  simp only [hamiltonian, LinearMap.add_apply, LinearMap.sum_apply, LinearMap.smul_apply]
  rfl
```

Hermiticity is expressed by `IsSymmetric`, that is, \(\langle Tx,y\rangle=\langle x,Ty\rangle\). The proof expands both sides and compares them orbital by orbital.

```lean
/-- If `H0` is Hermitian, then so is `H(a)`. -/
theorem hamiltonian_isSymmetric {H0 : E →ₗ[ℂ] E} (h0 : H0.IsSymmetric)
    (φ : ι → E) (s a : ι → ℝ) : (hamiltonian H0 φ s a).IsSymmetric := by
  intro x y
  simp only [hamiltonian_apply, inner_add_left, inner_add_right, sum_inner, inner_sum,
    inner_smul_left, inner_smul_right, Complex.conj_ofReal, inner_conj_symm]
  rw [h0 x y]
  congr 1
  refine Finset.sum_congr rfl fun i _ => ?_
  ring
```

Next comes Pythagoras, obtained from the inner product of a combination of orthonormal vectors with itself.

```lean
/-- Pythagoras: the squared norm of a combination of orthonormal orbitals is the sum of the
squared moduli of its coefficients. -/
theorem norm_sq_sum {v : ι → E} (hv : Orthonormal ℂ v) (l : ι → ℂ) :
    ‖∑ i, l i • v i‖ ^ 2 = ∑ i, ‖l i‖ ^ 2 := by
  have h := hv.inner_sum l l Finset.univ
  rw [inner_self_eq_norm_sq_to_K] at h
  simp only [RCLike.conj_mul] at h
  exact_mod_cast h
```

The operator bound needs no finite dimension. `Nonempty ι` supplies an orbital from which \(d\ge0\) and \(S\ge0\) follow; with no orbitals, the hypotheses would allow a negative \(dS\). The identity `hdiff` cancels \(H_0\), and the `calc` block bounds the coefficients and applies Bessel's inequality.

```lean
/-- For orthonormal orbitals with `|s_i| ≤ S`, changing each screening coefficient by at most
`d` changes `H x` by at most `d S ‖x‖`, however many orbitals (at least one) are corrected. -/
theorem norm_hamiltonian_sub_le [Nonempty ι] (H0 : E →ₗ[ℂ] E) {φ : ι → E}
    (hφ : Orthonormal ℂ φ) {s a b : ι → ℝ} {S d : ℝ} (hs : ∀ i, |s i| ≤ S)
    (hd : ∀ i, |a i - b i| ≤ d) (x : E) :
    ‖hamiltonian H0 φ s a x - hamiltonian H0 φ s b x‖ ≤ d * S * ‖x‖ := by
  obtain ⟨j⟩ := ‹Nonempty ι›
  have hd0 : 0 ≤ d := (abs_nonneg _).trans (hd j)
  have hS0 : 0 ≤ S := (abs_nonneg _).trans (hs j)
  have hdiff : hamiltonian H0 φ s a x - hamiltonian H0 φ s b x
      = ∑ i, ((((a i - b i) * s i : ℝ) : ℂ) * inner ℂ (φ i) x) • φ i := by
    rw [hamiltonian_apply, hamiltonian_apply, add_sub_add_left_eq_sub,
      ← Finset.sum_sub_distrib]
    refine Finset.sum_congr rfl fun i _ => ?_
    push_cast
    module
  rw [← pow_le_pow_iff_left₀ (norm_nonneg _) (by positivity) two_ne_zero, hdiff,
    norm_sq_sum hφ, mul_pow]
  -- bound each coefficient, then use Bessel's inequality
  calc ∑ i, ‖(((a i - b i) * s i : ℝ) : ℂ) * inner ℂ (φ i) x‖ ^ 2
      ≤ ∑ i, (d * S) ^ 2 * ‖inner ℂ (φ i) x‖ ^ 2 := by
        refine Finset.sum_le_sum fun i _ => ?_
        rw [norm_mul, Complex.norm_real, Real.norm_eq_abs, abs_mul, mul_pow]
        have h : |a i - b i| * |s i| ≤ d * S :=
          mul_le_mul (hd i) (hs i) (abs_nonneg _) hd0
        exact mul_le_mul_of_nonneg_right (pow_le_pow_left₀ (by positivity) h 2)
          (by positivity)
    _ = (d * S) ^ 2 * ∑ i, ‖inner ℂ (φ i) x‖ ^ 2 := by rw [Finset.mul_sum]
    _ ≤ (d * S) ^ 2 * ‖x‖ ^ 2 :=
        mul_le_mul_of_nonneg_left (hφ.sum_inner_products_le x) (by positivity)
```

In the residual bound, `b` is the eigenbasis \(u_i\) and `ev` lists the \(\lambda_i\). `Finite.exists_min` selects the nearest level, `P` is Pythagoras in the eigenbasis, and `hc` computes the components of the residual.

```lean
/-- Residual bound: if a nonzero trial state `x` satisfies `‖T x - e x‖ ≤ r ‖x‖` for a Hermitian
`T` in finite dimension, then `T` has an eigenvalue within `r` of `e`. -/
theorem exists_eigenvalue_near [FiniteDimensional ℂ E] {T : E →ₗ[ℂ] E}
    (hT : T.IsSymmetric) {x : E} (hx : x ≠ 0) {e r : ℝ}
    (hr : ‖T x - (e : ℂ) • x‖ ≤ r * ‖x‖) :
    ∃ e' : ℝ, Module.End.HasEigenvalue T (e' : ℂ) ∧ |e - e'| ≤ r := by
  obtain ⟨b, ev, hb⟩ : ∃ (b : OrthonormalBasis (Fin (Module.finrank ℂ E)) ℂ E)
      (ev : Fin (Module.finrank ℂ E) → ℝ), ∀ i, T (b i) = (ev i : ℂ) • b i :=
    ⟨hT.eigenvectorBasis rfl, hT.eigenvalues rfl, fun i => hT.apply_eigenvectorBasis rfl i⟩
  have : Nontrivial E := ⟨x, 0, hx⟩
  have : Nonempty (Fin (Module.finrank ℂ E)) := Fin.pos_iff_nonempty.mp Module.finrank_pos
  -- the eigenvalue nearest to `e`
  obtain ⟨k, hk⟩ := Finite.exists_min (fun i => |e - ev i|)
  refine ⟨ev k, Module.End.hasEigenvalue_of_hasEigenvector
    ⟨Module.End.mem_eigenspace_iff.mpr (hb k), b.orthonormal.ne_zero k⟩, ?_⟩
  have P : ∀ y : E, ‖y‖ ^ 2 = ∑ i, ‖inner ℂ (b i) y‖ ^ 2 := fun y => by
    have h := norm_sq_sum b.orthonormal (fun i => inner ℂ (b i) y)
    simpa only [b.sum_repr'] using h
  have hc : ∀ i, inner ℂ (b i) (T x - (e : ℂ) • x)
      = ((ev i - e : ℝ) : ℂ) * inner ℂ (b i) x := fun i => by
    rw [inner_sub_right, inner_smul_right, ← hT (b i) x, hb i, inner_smul_left,
      Complex.conj_ofReal]
    push_cast
    ring
  -- each component of the residual is, in modulus, at least `|e - ev k|` times that of `x`
  have hsq : (|e - ev k| * ‖x‖) ^ 2 ≤ ‖T x - (e : ℂ) • x‖ ^ 2 := by
    rw [mul_pow, P x, P (T x - (e : ℂ) • x), Finset.mul_sum]
    refine Finset.sum_le_sum fun i _ => ?_
    rw [hc i, norm_mul, Complex.norm_real, Real.norm_eq_abs, mul_pow, abs_sub_comm (ev i) e]
    exact mul_le_mul_of_nonneg_right (pow_le_pow_left₀ (abs_nonneg _) (hk i) 2)
      (by positivity)
  have hle := (pow_le_pow_iff_left₀ (by positivity) (norm_nonneg _) two_ne_zero).mp hsq
  exact le_of_mul_le_mul_right (hle.trans hr) (norm_pos_iff.mpr hx)
```

The main theorem takes a real eigenvalue `e` of \(H(a)\) and returns a real eigenvalue `e'` of \(H(b)\). It does not pair the levels one to one with multiplicity. Its proof uses the eigenvector of \(H(a)\) as the trial state.

```lean
/-- Let `H0` be Hermitian in finite dimension, with at least one corrected orbital, orthonormal
`φ_i` and `|s_i| ≤ S`. If `|a_i - b_i| ≤ d` for all `i`, every real eigenvalue of `H(a)` lies
within `d S` of an eigenvalue of `H(b)`. -/
theorem level_error_le [FiniteDimensional ℂ E] [Nonempty ι] {H0 : E →ₗ[ℂ] E}
    (h0 : H0.IsSymmetric) {φ : ι → E} (hφ : Orthonormal ℂ φ) {s a b : ι → ℝ} {S d : ℝ}
    (hs : ∀ i, |s i| ≤ S) (hd : ∀ i, |a i - b i| ≤ d) {e : ℝ}
    (he : Module.End.HasEigenvalue (hamiltonian H0 φ s a) (e : ℂ)) :
    ∃ e' : ℝ, Module.End.HasEigenvalue (hamiltonian H0 φ s b) (e' : ℂ) ∧
      |e - e'| ≤ d * S := by
  obtain ⟨x, hx⟩ := he.exists_hasEigenvector
  -- an eigenvector of `H(a)` is a good trial state for `H(b)`
  refine exists_eigenvalue_near (hamiltonian_isSymmetric h0 φ s b) hx.2 ?_
  rw [← hx.apply_eq_smul, norm_sub_rev]
  exact norm_hamiltonian_sub_le H0 hφ hs hd x
```

For a gap of \(H(b)\) between \(v\) and \(c\), a level \(e\) of \(H(a)\) has a partner \(e'\le v\) or \(e'\ge c\). Therefore \(e\le v+dS\) or \(e\ge c-dS\). If \(2dS<c-v\), the interval between \(v+dS\) and \(c-dS\) stays free of levels; for larger \(dS\) the bound does not exclude that the gap closes.

```lean
/-- Let `H0` be Hermitian in finite dimension, with at least one corrected orbital, orthonormal
`φ_i`, `|s_i| ≤ S` and `|a_i - b_i| ≤ d` for all `i`. If `H(b)` has no real eigenvalue strictly
between `v` and `c`, then `H(a)` has none strictly between `v + d S` and `c - d S`. -/
theorem gap_stability [FiniteDimensional ℂ E] [Nonempty ι] {H0 : E →ₗ[ℂ] E}
    (h0 : H0.IsSymmetric) {φ : ι → E} (hφ : Orthonormal ℂ φ) {s a b : ι → ℝ} {S d v c : ℝ}
    (hs : ∀ i, |s i| ≤ S) (hd : ∀ i, |a i - b i| ≤ d)
    (hgap : ∀ e : ℝ, Module.End.HasEigenvalue (hamiltonian H0 φ s b) (e : ℂ) → e ≤ v ∨ c ≤ e)
    {e : ℝ} (he : Module.End.HasEigenvalue (hamiltonian H0 φ s a) (e : ℂ)) :
    e ≤ v + d * S ∨ c - d * S ≤ e := by
  obtain ⟨e', he', hdist⟩ := level_error_le h0 hφ hs hd he
  have h := abs_le.mp hdist
  rcases hgap e' he' with h1 | h1
  · left; linarith [h.2]
  · right; linarith [h.1]
```

If \(H_0\varphi_k=\varepsilon\varphi_k\), orthonormality leaves only the term \(i=k\), so \(H(a)\varphi_k=(\varepsilon+a_ks_k)\varphi_k\). This holds in any dimension.

```lean
/-- If the orbitals are orthonormal and `φ_k` is an eigenvector of `H0` with eigenvalue `ε`,
then it is an eigenvector of `H(a)` with eigenvalue `ε + a_k s_k`. -/
theorem orbital_level_shift {H0 : E →ₗ[ℂ] E} {φ : ι → E} (hφ : Orthonormal ℂ φ)
    (s a : ι → ℝ) {k : ι} {ε : ℝ} (hk : H0 (φ k) = (ε : ℂ) • φ k) :
    hamiltonian H0 φ s a (φ k) = ((ε + a k * s k : ℝ) : ℂ) • φ k := by
  rw [hamiltonian_apply, hk, Finset.sum_eq_single k]
  · rw [inner_self_eq_norm_sq_to_K, hφ.1 k]
    simp [add_smul]
  · intro i _ hik
    rw [hφ.2 hik, zero_smul, smul_zero]
  · intro h
    exact absurd (Finset.mem_univ k) h
```

The constant \(dS\) is attained. On \(E=\mathbb C\) with \(H_0=0\), the single orbital \(1\) and \(s=S\), the Hamiltonian is multiplication by coefficient times \(S\). Raising the coefficient from \(b\) to \(b+d\) moves the only level from \(bS\) to \((b+d)S\), a distance of \(dS\) for \(d,S\ge0\). The second half of the proof cancels a nonzero eigenvector to show that \(bS\) is the only real eigenvalue of the original operator.

```lean
/-- The bound `d S` is attained: for the single orbital `1` in the state space `ℂ`, with `H0 = 0`,
orbital correction `S` and `d, S ≥ 0`, raising the coefficient from `b` to `b + d` gives the
eigenvalue `(b + d) S`, at distance exactly `d S` from every real eigenvalue of `H(b)`. -/
theorem level_error_sharp (b : ℝ) {d S : ℝ} (hd : 0 ≤ d) (hS : 0 ≤ S) :
    Module.End.HasEigenvalue
      (hamiltonian (0 : ℂ →ₗ[ℂ] ℂ) (fun _ : Unit => (1 : ℂ)) (fun _ => S) (fun _ => b + d))
      (((b + d) * S : ℝ) : ℂ) ∧
    ∀ e' : ℝ, Module.End.HasEigenvalue
      (hamiltonian (0 : ℂ →ₗ[ℂ] ℂ) (fun _ : Unit => (1 : ℂ)) (fun _ => S) (fun _ => b))
      (e' : ℂ) → |(b + d) * S - e'| = d * S := by
  constructor
  · refine Module.End.hasEigenvalue_of_hasEigenvector (x := (1 : ℂ))
      ⟨Module.End.mem_eigenspace_iff.mpr ?_, one_ne_zero⟩
    rw [hamiltonian_apply]
    simp
  · intro e' he'
    obtain ⟨x, hx⟩ := he'.exists_hasEigenvector
    have h := hx.apply_eq_smul
    rw [hamiltonian_apply] at h
    have h2 : ((b * S : ℝ) : ℂ) * x = (e' : ℂ) * x := by
      simpa [-mul_eq_mul_right_iff] using h
    have h3 : b * S = e' := by exact_mod_cast mul_right_cancel₀ hx.2 h2
    rw [← h3, show (b + d) * S - b * S = d * S by ring, abs_of_nonneg (mul_nonneg hd hS)]

end

end KoopmansScreening
```

```lean
#print axioms KoopmansScreening.gap_stability
-- 'KoopmansScreening.gap_stability' depends on axioms: [propext, Classical.choice, Quot.sound]
#print axioms KoopmansScreening.orbital_level_shift
-- 'KoopmansScreening.orbital_level_shift' depends on axioms: [propext, Classical.choice, Quot.sound]
#print axioms KoopmansScreening.level_error_sharp
-- 'KoopmansScreening.level_error_sharp' depends on axioms: [propext, Classical.choice, Quot.sound]
```
